# The vacuum dipole coupling tensor at imaginary frequency, in closed form

To compute the retarded dispersion energy of two ground-state atoms at zero temperature, one integrates over imaginary frequencies \(i\xi\). At each quadrature point one needs the 3×3 tensor that turns a point dipole on one atom into the electric field at the other. In Gaussian units this tensor is

\[
G(r)=\nabla\nabla\,\frac{e^{-k\|r\|}}{\|r\|}-k^2\,\frac{e^{-k\|r\|}}{\|r\|}\,I ,\qquad k=\xi/c ,
\]

where \(r\neq0\) is the separation, \(c\) the speed of light and \(I\) the identity. With \(R=\|r\|\), \(n=r/R\) and \(x=kR\), the derivatives can be carried out once and for all:

\[
G(r)=\frac{e^{-x}}{R^3}\Big[(1+x)(3nn^T-I)+x^2(nn^T-I)\Big].
\]

Maxwell's equations give the field of an oscillating dipole, and \(G\) is the corresponding tensor continued to the imaginary frequency \(i\xi\). This is taken as given here; the proof starts from the differential expression.

## The tensor as a second derivative

The first and second directional derivatives of the potential are computed in an arbitrary real inner product space `E`, since nothing in them depends on the dimension.

```lean
import Mathlib

open Filter Topology Matrix

namespace RetardedDipoleCoupling

noncomputable section

variable {E : Type*} [NormedAddCommGroup E] [InnerProductSpace ℝ E]
```

The tensor itself lives in three-dimensional Euclidean space.

```lean
/-- Three-dimensional Euclidean space. -/
abbrev Space := EuclideanSpace ℝ (Fin 3)
```

The function to be differentiated is \(e^{-k\|r\|}/\|r\|\). It is called screened because of its Yukawa form, but there is no screening medium: the decay comes from the imaginary frequency. The letter `k` is therefore a decay constant and not the wave number of a propagating wave. The theorems allow any real `k`; physically \(k\ge0\).

```lean
/-- The screened potential `exp(-k‖r‖)/‖r‖`, for `r ≠ 0`. -/
def potential (k : ℝ) (r : E) : ℝ := Real.exp (-(k * ‖r‖)) / ‖r‖
```

The entry \(ij\) of the Hessian is \(\partial_i\partial_j f\). In Lean, `fderiv` is the derivative as a linear map, and `EuclideanSpace.single i 1` is the unit vector along axis \(i\).

```lean
/-- The matrix of second partial derivatives of a scalar field, at points where the field is
twice differentiable. -/
def hessian (f : Space → ℝ) (r : Space) : Matrix (Fin 3) (Fin 3) ℝ :=
  Matrix.of fun i j =>
    fderiv ℝ (fun y => fderiv ℝ f y (EuclideanSpace.single j 1)) r (EuclideanSpace.single i 1)
```

The dyad has entries \(n_in_j\); `ofLp` reads off the coordinates of a vector.

```lean
/-- The dyad `n nᵀ` of a vector. -/
def dyad (n : Space) : Matrix (Fin 3) (Fin 3) ℝ := Matrix.vecMulVec n.ofLp n.ofLp
```

The coupling tensor is defined by differentiation, so the closed form remains to be proved.

```lean
/-- The retarded dipole coupling tensor at imaginary frequency, for `r ≠ 0`: the Hessian of the
screened potential minus `k²` times the potential times the identity. -/
def retardedTensor (k : ℝ) (r : Space) : Matrix (Fin 3) (Fin 3) ℝ :=
  hessian (potential k) r - (k ^ 2 * potential k r) • (1 : Matrix (Fin 3) (Fin 3) ℝ)
```

## First derivatives

Write \(\|r\|=\sqrt{r\cdot r}\). The derivative of \(r\cdot r\) along \(v\) is \(2\,r\cdot v\), and that of the square root contributes \(1/(2R)\), so

\[
D\|r\|[v]=\frac{r\cdot v}{R}.
\]

In Lean `innerSL ℝ r` is the linear map \(v\mapsto r\cdot v\).

```lean
/-- Away from the origin, the derivative of the distance `‖r‖` along `v` is `r·v/‖r‖`. -/
theorem hasFDerivAt_distance {r : E} (hr : r ≠ 0) :
    HasFDerivAt (fun y : E => ‖y‖) (‖r‖⁻¹ • innerSL ℝ r) r := by
  have h := (hasStrictFDerivAt_norm_sq r).hasFDerivAt.sqrt
    (pow_ne_zero 2 (norm_ne_zero_iff.mpr hr))
  simp only [Real.sqrt_sq (norm_nonneg _)] at h
  exact h.congr_fderiv (by module)
```

For the radial function,

\[
\frac{d}{ds}\frac{e^{-ks}}{s}=-\frac{k e^{-ks}}{s}-\frac{e^{-ks}}{s^2}=-\frac{e^{-ks}(1+ks)}{s^2}.
\]

The chain rule multiplies this, at \(s=R\), by \((r\cdot v)/R\). The derivative of the potential along \(v\) is thus \(-e^{-x}(1+x)(r\cdot v)/R^3\). In the code `hg` is the radial derivative and `hc` the chain rule.

```lean
/-- Away from the origin, the derivative of the screened potential along `v` is
`-exp(-kR)(1 + kR)(r·v)/R³`, with `R = ‖r‖`. -/
theorem hasFDerivAt_potential (k : ℝ) {r : E} (hr : r ≠ 0) :
    HasFDerivAt (potential k)
      ((-(Real.exp (-(k * ‖r‖)) * (1 + k * ‖r‖) / ‖r‖ ^ 3)) • innerSL ℝ r) r := by
  have hR : ‖r‖ ≠ 0 := norm_ne_zero_iff.mpr hr
  have he : HasDerivAt (fun s : ℝ => Real.exp (-(k * s)))
      (Real.exp (-(k * ‖r‖)) * (-k)) ‖r‖ :=
    ((hasDerivAt_id' ‖r‖).const_mul k).fun_neg.exp.congr_deriv (by ring)
  have hg : HasDerivAt (fun s : ℝ => Real.exp (-(k * s)) / s)
      (-(Real.exp (-(k * ‖r‖)) * (1 + k * ‖r‖) / ‖r‖ ^ 2)) ‖r‖ :=
    (he.fun_div (hasDerivAt_id' ‖r‖) hR).congr_deriv (by ring)
  -- chain rule through the distance
  have hc := hg.comp_hasFDerivAt r (hasFDerivAt_distance hr)
  refine HasFDerivAt.congr_fderiv hc ?_
  rw [smul_smul]
  congr 1
  ring
```

## Second derivatives

The gradient component along \(v\) is \(g(R)\,(r\cdot v)\) with \(g(s)=-e^{-ks}(1+ks)/s^3\). Since the derivative of \(e^{-ks}(1+ks)\) is \(-k^2s\,e^{-ks}\),

\[
g'(s)=\frac{k^2s\,e^{-ks}}{s^3}+\frac{3e^{-ks}(1+ks)}{s^4}
=\frac{e^{-ks}(k^2s^2+3ks+3)}{s^4}.
\]

The product rule then gives, along a second direction \(u\),

\[
\frac{e^{-x}(x^2+3x+3)}{R^5}(r\cdot v)(r\cdot u)-\frac{e^{-x}(1+x)}{R^3}\,v\cdot u .
\]

One device deserves a closer look. To differentiate the gradient at \(r\), it is not enough to know its formula at \(r\); the formula must hold throughout a neighbourhood. The lemma `congr_of_eventuallyEq` transfers a derivative between two functions that agree near a point. The required agreement comes from `isOpen_ne.mem_nhds hr`: the points different from the origin form an open set, so all points close enough to \(r\) are nonzero, and the previous theorem applies at each of them.

```lean
/-- Away from the origin, the component of the gradient of the screened potential along `v` is
differentiable, and its derivative along `u` is
`exp(-x)((x² + 3x + 3)(r·v)(r·u)/R⁵ - (1 + x)(v·u)/R³)`, with `R = ‖r‖` and `x = kR`. -/
theorem hasFDerivAt_gradient (k : ℝ) {r : E} (hr : r ≠ 0) (v : E) :
    HasFDerivAt (fun y => fderiv ℝ (potential k) y v)
      ((Real.exp (-(k * ‖r‖)) * ((k * ‖r‖) ^ 2 + 3 * (k * ‖r‖) + 3) / ‖r‖ ^ 5
          * inner ℝ r v) • innerSL ℝ r
        - (Real.exp (-(k * ‖r‖)) * (1 + k * ‖r‖) / ‖r‖ ^ 3) • innerSL ℝ v) r := by
  have hR : ‖r‖ ≠ 0 := norm_ne_zero_iff.mpr hr
  have he : HasDerivAt (fun s : ℝ => Real.exp (-(k * s)))
      (Real.exp (-(k * ‖r‖)) * (-k)) ‖r‖ :=
    ((hasDerivAt_id' ‖r‖).const_mul k).fun_neg.exp.congr_deriv (by ring)
  have hl : HasDerivAt (fun s : ℝ => 1 + k * s) k ‖r‖ :=
    (((hasDerivAt_id' ‖r‖).const_mul k).const_add 1).congr_deriv (by ring)
  have h3 : HasDerivAt (fun s : ℝ => s ^ 3) (3 * ‖r‖ ^ 2) ‖r‖ := by
    simpa using hasDerivAt_pow 3 ‖r‖
  have hg : HasDerivAt (fun s : ℝ => -(Real.exp (-(k * s)) * (1 + k * s) / s ^ 3))
      (Real.exp (-(k * ‖r‖)) * ((k * ‖r‖) ^ 2 + 3 * (k * ‖r‖) + 3) / ‖r‖ ^ 4) ‖r‖ := by
    refine ((he.fun_mul hl).fun_div h3 (pow_ne_zero 3 hR)).fun_neg.congr_deriv ?_
    generalize Real.exp (-(k * ‖r‖)) = e
    field_simp
    ring
  -- product rule for the radial factor and the projection on `v`
  have hm := (hg.comp_hasFDerivAt r (hasFDerivAt_distance hr)).mul
    (innerSL ℝ v).hasFDerivAt
  refine (hm.congr_of_eventuallyEq ?_).congr_fderiv ?_
  · filter_upwards [isOpen_ne.mem_nhds hr] with y hy
    rw [(hasFDerivAt_potential k hy).fderiv]
    change _ * inner ℝ y v = _ * inner ℝ v y
    rw [real_inner_comm v y]
    rfl
  · refine ContinuousLinearMap.ext fun u => ?_
    change -(Real.exp (-(k * ‖r‖)) * (1 + k * ‖r‖) / ‖r‖ ^ 3) * inner ℝ v u
      + inner ℝ v r * (Real.exp (-(k * ‖r‖)) * ((k * ‖r‖) ^ 2 + 3 * (k * ‖r‖) + 3) / ‖r‖ ^ 4
        * (‖r‖⁻¹ * inner ℝ r u))
      = _ * inner ℝ r v * inner ℝ r u - _ * inner ℝ v u
    rw [real_inner_comm r v]
    ring
```

## The closed form

Taking \(u\) and \(v\) along the axes and using \(r_ir_j/R^5=n_in_j/R^3\), the Hessian has entries

\[
\frac{e^{-x}}{R^3}\Big[(x^2+3x+3)\,n_in_j-(1+x)\,\delta_{ij}\Big].
\]

The subtracted term is \(k^2e^{-x}\delta_{ij}/R=x^2e^{-x}\delta_{ij}/R^3\). Splitting \(x^2+3x+3=3(1+x)+x^2\) and collecting terms gives the stated tensor. In the code, `hH` is the Hessian entry, and `field_simp` and `ring` do the collecting.

The theorem also states that the potential is twice continuously differentiable at \(r\), written `ContDiffAt ℝ 2`. This follows because the norm is smooth away from the origin and the denominator is nonzero there.

```lean
/-- For `r ≠ 0`, with `R = ‖r‖`, `n = r/R` and `x = kR`, the screened potential is twice
continuously differentiable at `r`, and the retarded tensor is
`exp(-x)((1 + x)(3nnᵀ - I) + x²(nnᵀ - I))/R³`. -/
theorem retardedTensor_eq (k : ℝ) {r : Space} (hr : r ≠ 0) :
    ContDiffAt ℝ 2 (potential k) r ∧
    retardedTensor k r = (Real.exp (-(k * ‖r‖)) / ‖r‖ ^ 3) •
      ((1 + k * ‖r‖) • ((3 : ℝ) • dyad (‖r‖⁻¹ • r) - 1)
        + (k * ‖r‖) ^ 2 • (dyad (‖r‖⁻¹ • r) - 1)) := by
  have hR : ‖r‖ ≠ 0 := norm_ne_zero_iff.mpr hr
  constructor
  · change ContDiffAt ℝ 2 (fun y : Space => Real.exp (-(k * ‖y‖)) / ‖y‖) r
    exact ((contDiffAt_const.mul (contDiffAt_norm ℝ hr)).neg.exp).div (contDiffAt_norm ℝ hr) hR
  · ext i j
    have hin : ∀ l, inner ℝ r (EuclideanSpace.single l (1 : ℝ)) = r l := fun l => by
      simp [EuclideanSpace.inner_single_right]
    have hδ : inner ℝ (EuclideanSpace.single j (1 : ℝ)) (EuclideanSpace.single i (1 : ℝ))
        = (1 : Matrix (Fin 3) (Fin 3) ℝ) i j := by
      fin_cases i <;> fin_cases j <;> simp [EuclideanSpace.inner_single_left]
    -- the Cartesian components of the Hessian
    have hH : hessian (potential k) r i j =
        Real.exp (-(k * ‖r‖)) * ((k * ‖r‖) ^ 2 + 3 * (k * ‖r‖) + 3) / ‖r‖ ^ 5 * r j * r i
        - Real.exp (-(k * ‖r‖)) * (1 + k * ‖r‖) / ‖r‖ ^ 3
          * (1 : Matrix (Fin 3) (Fin 3) ℝ) i j := by
      rw [hessian, Matrix.of_apply, (hasFDerivAt_gradient k hr _).fderiv, ← hδ, ← hin i, ← hin j]
      rfl
    simp only [retardedTensor, Matrix.sub_apply, Matrix.smul_apply, Matrix.add_apply, hH, dyad,
      Matrix.vecMulVec_apply, PiLp.smul_apply, smul_eq_mul, potential]
    generalize Real.exp (-(k * ‖r‖)) = e
    generalize (1 : Matrix (Fin 3) (Fin 3) ℝ) i j = δ
    field_simp
    ring
```

Without \(r\neq0\) the theorem is false. For a unit vector \(u\) and \(t>0\), the potential at \(tu\) is \(e^{-kt}/t\), which grows without bound as \(t\downarrow0\), so it is not even continuous at the origin. The matrix identity alone would not reveal this, because Lean's conventions for division by zero and missing derivatives turn it into \(0=0\) there.

## Dipoles along and across the axis

Now let \(n\) be a unit vector and \(r=Rn\) with \(R>0\). Then \(\|r\|=R\), and multiplying by \(R^3e^{x}\) removes the prefactor:

\[
R^3e^{x}G(Rn)=(1+x)(3nn^T-I)+x^2(nn^T-I).
\]

```lean
/-- At separation `R n`, with `n` a unit vector and `R > 0`, the retarded tensor times
`R³ exp(kR)` is `(1 + kR)(3nnᵀ - I) + (kR)²(nnᵀ - I)`. -/
theorem scaled_tensor (k : ℝ) {n : Space} (hn : ‖n‖ = 1) {R : ℝ} (hR : 0 < R) :
    (R ^ 3 * Real.exp (k * R)) • retardedTensor k (R • n) =
      (1 + k * R) • ((3 : ℝ) • dyad n - 1) + (k * R) ^ 2 • (dyad n - 1) := by
  have hN : ‖R • n‖ = R := by rw [norm_smul, hn, mul_one, Real.norm_of_nonneg hR.le]
  have hu : ‖R • n‖⁻¹ • (R • n) = n := by
    rw [hN, smul_smul, inv_mul_cancel₀ hR.ne', one_smul]
  have h0 : R • n ≠ 0 := norm_ne_zero_iff.mp (by rw [hN]; exact hR.ne')
  have hc : R ^ 3 * Real.exp (k * R) * (Real.exp (-(k * R)) / R ^ 3) = 1 := by
    rw [Real.exp_neg]
    field_simp
  rw [(retardedTensor_eq k h0).2, hu, hN, smul_smul, hc, one_smul]
```

To apply this to a dipole \(p\), use \((nn^T)p=(n\cdot p)\,n\).

```lean
/-- The dyad `n nᵀ` sends a vector `p` to `(n·p) n`. -/
theorem dyad_mulVec (n p : Space) : dyad n *ᵥ p.ofLp = (inner ℝ n p : ℝ) • n.ofLp := by
  ext i
  simp only [dyad, Matrix.mulVec, dotProduct, Matrix.vecMulVec_apply, Fin.sum_univ_three,
    PiLp.inner_apply, Pi.smul_apply, smul_eq_mul, RCLike.inner_apply, conj_trivial]
  ring
```

For \(p=n\) the two brackets give \(2n\) and \(0\); for \(p\perp n\) both give \(-p\). The scaled factors are therefore \(2(1+x)\) and \(-(1+x+x^2)\). The tensor \(G\) itself has these values times \(e^{-x}/R^3\).

```lean
/-- At separation `R n`, with `n` a unit vector and `R > 0`, the retarded tensor times
`R³ exp(kR)` multiplies `n` by `2(1 + kR)`, and every `p` perpendicular to `n` by
`-(1 + kR + (kR)²)`. -/
theorem longitudinal_transverse (k : ℝ) {n : Space} (hn : ‖n‖ = 1) {R : ℝ} (hR : 0 < R) :
    ((R ^ 3 * Real.exp (k * R)) • retardedTensor k (R • n)) *ᵥ n.ofLp
      = (2 * (1 + k * R)) • n.ofLp ∧
    ∀ p : Space, inner ℝ n p = 0 →
      ((R ^ 3 * Real.exp (k * R)) • retardedTensor k (R • n)) *ᵥ p.ofLp
        = (-(1 + k * R + (k * R) ^ 2)) • p.ofLp := by
  have hnn : inner ℝ n n = (1 : ℝ) := by rw [real_inner_self_eq_norm_sq, hn, one_pow]
  rw [scaled_tensor k hn hR]
  refine ⟨?_, fun p hp => ?_⟩
  · simp only [Matrix.add_mulVec, Matrix.smul_mulVec, Matrix.sub_mulVec, Matrix.one_mulVec,
      dyad_mulVec, hnn]
    module
  · simp only [Matrix.add_mulVec, Matrix.smul_mulVec, Matrix.sub_mulVec, Matrix.one_mulVec,
      dyad_mulVec, hp]
    module
```

## Near and far zones

At fixed \(k\),

\[
R^3G(Rn)=e^{-x}\big[(1+x)(3nn^T-I)+x^2(nn^T-I)\big].
\]

The right-hand side is continuous in \(R\), and at \(R=0\) it equals \(3nn^T-I\). This is the static dipole tensor \((3nn^T-I)/R^3\) without its factor \(1/R^3\). The filter `𝓝[>] 0` expresses the approach from positive \(R\).

```lean
/-- Near zone: for a unit vector `n`, `R³` times the retarded tensor at `R n` tends to
`3nnᵀ - I` as `R` decreases to zero. -/
theorem near_zone (k : ℝ) {n : Space} (hn : ‖n‖ = 1) :
    Tendsto (fun R : ℝ => R ^ 3 • retardedTensor k (R • n)) (𝓝[>] 0)
      (𝓝 ((3 : ℝ) • dyad n - 1)) := by
  have hc : Continuous fun R : ℝ => Real.exp (-(k * R)) •
      ((1 + k * R) • ((3 : ℝ) • dyad n - 1) + (k * R) ^ 2 • (dyad n - 1)) := by fun_prop
  have ht := (hc.tendsto 0).mono_left (nhdsWithin_le_nhds (s := Set.Ioi 0))
  simp only [mul_zero, neg_zero, Real.exp_zero, add_zero, one_smul, ne_eq, OfNat.ofNat_ne_zero,
    not_false_eq_true, zero_pow, zero_smul] at ht
  refine ht.congr' ?_
  filter_upwards [self_mem_nhdsWithin] with R hR
  rw [← scaled_tensor k hn hR, smul_smul]
  congr 1
  rw [Real.exp_neg]
  field_simp
```

For large \(R\), put \(s=1/R\). Then

\[
R\,e^{kR}G(Rn)=(s^2+ks)(3nn^T-I)+k^2(nn^T-I)\;\longrightarrow\;k^2(nn^T-I)
\]

as \(s\to0\). For \(k\neq0\) only the coupling transverse to the axis survives at this order; for \(k=0\) the limit is zero.

```lean
/-- Far zone: for a unit vector `n`, `R exp(kR)` times the retarded tensor at `R n` tends to
`k²(nnᵀ - I)` as `R` grows without bound. -/
theorem far_zone (k : ℝ) {n : Space} (hn : ‖n‖ = 1) :
    Tendsto (fun R : ℝ => (R * Real.exp (k * R)) • retardedTensor k (R • n)) atTop
      (𝓝 (k ^ 2 • (dyad n - 1))) := by
  -- in the variable `s = 1/R` the scaled tensor is a polynomial
  have hc : Continuous fun s : ℝ =>
      (s ^ 2 + k * s) • ((3 : ℝ) • dyad n - 1) + k ^ 2 • (dyad n - 1) := by fun_prop
  have ht := (hc.tendsto 0).comp (tendsto_inv_atTop_zero (𝕜 := ℝ))
  simp only [mul_zero, add_zero, ne_eq, OfNat.ofNat_ne_zero, not_false_eq_true, zero_pow,
    zero_smul, zero_add] at ht
  refine ht.congr' ?_
  filter_upwards [eventually_gt_atTop (0 : ℝ)] with R hR
  have h1 : R * Real.exp (k * R) = R⁻¹ ^ 2 * (R ^ 3 * Real.exp (k * R)) := by field_simp
  have h2 : R⁻¹ ^ 2 * (1 + k * R) = R⁻¹ ^ 2 + k * R⁻¹ := by field_simp
  have h3 : R⁻¹ ^ 2 * (k * R) ^ 2 = k ^ 2 := by field_simp
  rw [h1, ← smul_smul, scaled_tensor k hn hR, smul_add, smul_smul, smul_smul, h2, h3]
  rfl

end

end RetardedDipoleCoupling
```

In dispersion calculations for point dipoles in vacuum, the closed form supplies the coupling at a single imaginary frequency; the polarisabilities and the frequency integral have to be added.

```lean
#print axioms RetardedDipoleCoupling.scaled_tensor
#print axioms RetardedDipoleCoupling.longitudinal_transverse
#print axioms RetardedDipoleCoupling.near_zone
#print axioms RetardedDipoleCoupling.far_zone
```

```
'RetardedDipoleCoupling.scaled_tensor' depends on axioms: [propext, Classical.choice, Quot.sound]
'RetardedDipoleCoupling.longitudinal_transverse' depends on axioms: [propext, Classical.choice, Quot.sound]
'RetardedDipoleCoupling.near_zone' depends on axioms: [propext, Classical.choice, Quot.sound]
'RetardedDipoleCoupling.far_zone' depends on axioms: [propext, Classical.choice, Quot.sound]
```
